# Partial-wave channels up to angular momentum n have (n+1)(n+2)(2n+3)/6 allowed multipole couplings

The compensation charges of a projector augmented-wave (PAW) calculation are built with radial multipole moments, which can be tabulated once for each atomic species. Let \(\phi_i\) and \(\tilde\phi_i\) be the radial parts of the all-electron and pseudo partial waves. The moments are

\[
q^{L}_{ij}=\int_0^{r_c} r^{L}\left(\phi_i\phi_j-\tilde\phi_i\tilde\phi_j\right)r^2\,dr ,
\]

where \(r_c\) is the augmentation radius and \(L\) the multipole order. A moment enters the charge only through the angular integral of three spherical harmonics, of orders \(a\), \(b\) and \(L\), where \(a\) and \(b\) are the angular momenta of the partial waves \(i\) and \(j\). That integral vanishes unless

\[
|a-b|\le L\le a+b \quad\text{and}\quad a+b+L \text{ is even}.
\]

A table that keeps every allowed order \(L\) and both orderings of each pair of channels therefore has one entry, or one block of entries, for each triple \((a,b,L)\) that passes this rule. A program can store less by using the symmetry in \(i\) and \(j\) or by truncating the expansion in \(L\); the full table is counted here. The number of such triples with \(a,b\le n\) is

\[
N(n)=\frac{(n+1)(n+2)(2n+3)}{6},
\]

so the table grows as the cube of the angular cutoff.

Here \(n\) is the largest angular momentum, often written \(l_{\max}\), and not a principal quantum number; \(a\) and \(b\) stand for the usual \(l\) and \(l'\). A channel means one value of the angular momentum. Magnetic quantum numbers and several radial functions with the same angular momentum are not counted separately, and \((a,b,L)\) and \((b,a,L)\) are two entries when \(a\ne b\).

```lean
import Mathlib

open Finset

namespace PartialWaveCouplings
```

## The selection rule and the sets it defines

The triangle rule comes from the addition of angular momenta. The parity rule comes from inversion, under which the product of the three harmonics changes by the factor \((-1)^{a+b+L}\). When this factor is \(-1\), the integral over the sphere is zero.

`Allowed a b L` states the two rules together for natural numbers. The difference \(a-b\) is taken in the integers, because subtraction of natural numbers in Lean stops at zero and would lose the case \(a<b\). The rule is adopted as a definition: the step from it to the angular integrals themselves is the physical argument just given, and spherical harmonics do not appear in the code.

```lean
/-- The angular selection rule for partial waves of angular momenta `a` and `b` and a multipole
of order `L`: the triangle rule `|a - b| ≤ L ≤ a + b`, and `a + b + L` even. -/
def Allowed (a b L : ℕ) : Prop :=
  |(a : ℤ) - b| ≤ L ∧ L ≤ a + b ∧ Even (a + b + L)
```

For given numbers the rule can be settled by finitely many comparisons, so it can select elements from a finite list.

```lean
instance (a b L : ℕ) : Decidable (Allowed a b L) := by
  unfold Allowed
  infer_instance
```

For one pair of channels, the allowed orders form the set

\[
M(a,b)=\{L : |a-b|\le L\le a+b,\ a+b+L\ \text{even}\}.
\]

Since `range k` contains the numbers from \(0\) to \(k-1\), the search below runs over \(0\le L\le a+b\).

```lean
/-- The multipole orders allowed for the pair of channels `a`, `b`. -/
def multipoles (a b : ℕ) : Finset ℕ :=
  (range (a + b + 1)).filter (Allowed a b)
```

The whole table collects the triples for all pairs with \(a,b\le n\). No allowed order can exceed \(a+b\le 2n\), so a search over \(0\le L\le 2n\) is sufficient. In the code a triple `t` has the components `t.1`, `t.2.1` and `t.2.2`, which are \(a\), \(b\) and \(L\).

```lean
/-- The table of allowed couplings `(a, b, L)` between channels up to the angular cutoff `n`. -/
def couplingTable (n : ℕ) : Finset (ℕ × ℕ × ℕ) :=
  (range (n + 1) ×ˢ range (n + 1) ×ˢ range (2 * n + 1)).filter
    (fun t => Allowed t.1 t.2.1 t.2.2)
```

To see what parity contributes, one also needs the triples that satisfy the triangle rule but have an odd sum. They are collected from the same search box.

```lean
/-- The triples `(a, b, L)` up to the angular cutoff `n` that obey the triangle rule but have
`a + b + L` odd. -/
def parityForbidden (n : ℕ) : Finset (ℕ × ℕ × ℕ) :=
  (range (n + 1) ×ˢ range (n + 1) ×ˢ range (2 * n + 1)).filter
    (fun t => |(t.1 : ℤ) - t.2.1| ≤ t.2.2 ∧ t.2.2 ≤ t.1 + t.2.1 ∧ Odd (t.1 + t.2.1 + t.2.2))
```

## The triangle rule without an absolute value

The inequality \(|a-b|\le L\) means \(-L\le a-b\le L\), that is, \(b\le a+L\) and \(a\le b+L\). Together with \(L\le a+b\), this says that none of the three angular momenta exceeds the sum of the other two.

In the proof, `abs_le` opens the absolute value and `Nat.even_iff` turns evenness into a remainder modulo 2. What is left is linear arithmetic over the integers, which `omega` decides. The later proofs use the rule in this form.

```lean
/-- The selection rule written symmetrically: none of the three angular momenta exceeds the sum
of the other two, and their total is even. -/
theorem allowed_iff_triangle {a b L : ℕ} :
    Allowed a b L ↔ a ≤ b + L ∧ b ≤ a + L ∧ L ≤ a + b ∧ (a + b + L) % 2 = 0 := by
  unfold Allowed
  rw [abs_le, Nat.even_iff]
  constructor <;> intro h <;> omega
```

The table must contain every allowed triple within the cutoff and nothing else. If \(a,b\le n\) and the triple is allowed, then \(L\le a+b\le 2n\), so it lies in the search box. The converse is immediate from the definition. The next theorem states this equivalence, and with it the size of `couplingTable n` is the number \(N(n)\) of the physical problem.

```lean
/-- The coupling table contains exactly the allowed triples whose two channels lie within the
cutoff. -/
theorem mem_couplingTable {n a b L : ℕ} :
    (a, b, L) ∈ couplingTable n ↔ a ≤ n ∧ b ≤ n ∧ Allowed a b L := by
  simp only [couplingTable, mem_filter, mem_product, mem_range, allowed_iff_triangle]
  constructor <;> intro h <;> omega
```

## One pair of channels has min(a, b) + 1 multipoles

For an allowed \(L\), the number \(a+b-L\) is even and not negative, so \(L=a+b-2k\) for some \(k\ge 0\). The lower limit \(L\ge |a-b|\) then gives

\[
2k\le a+b-|a-b| = 2\min(a,b).
\]

Hence \(k\) runs from \(0\) to \(\min(a,b)\), each value gives a different \(L\), and

\[
|M(a,b)|=\min(a,b)+1 .
\]

For two d channels the orders are \(4,2,0\); for a p and a d channel they are \(3,1\).

The statement `h` in the proof identifies `multipoles a b` with the image of \(0,\dots,\min(a,b)\) under \(k\mapsto a+b-2k\). In one direction it supplies \(k=(a+b-L)/2\); in the other it checks that \(a+b-2k\) obeys the rule. The remaining lines show that different \(k\) give different orders, so the image has as many elements as the range of \(k\).

```lean
/-- Two channels `a` and `b` are coupled by exactly `min a b + 1` multipole orders. -/
theorem card_multipoles (a b : ℕ) : (multipoles a b).card = min a b + 1 := by
  -- the allowed orders descend from `a + b` in steps of two
  have h : multipoles a b = (range (min a b + 1)).image (fun k => a + b - 2 * k) := by
    ext L
    simp only [multipoles, mem_filter, mem_range, mem_image, allowed_iff_triangle]
    constructor
    · intro h
      exact ⟨(a + b - L) / 2, by omega, by omega⟩
    · rintro ⟨k, hk, h⟩
      omega
  rw [h, card_image_of_injOn, card_range]
  intro x hx y hy hxy
  have hx' := mem_range.mp (mem_coe.mp hx)
  have hy' := mem_range.mp (mem_coe.mp hy)
  have hxy' : a + b - 2 * x = a + b - 2 * y := hxy
  omega
```

## Summing over all pairs

The table is the disjoint union of the lists for the individual pairs, which gives

\[
N(n)=\sum_{a=0}^{n}\sum_{b=0}^{n}\bigl(\min(a,b)+1\bigr).
\]

In Lean, `card_filter` writes the size of the table as a sum of ones and zeros over the search box, and `sum_product` splits that sum into sums over \(a\), \(b\) and \(L\). The innermost sum runs to \(2n\), whereas `multipoles a b` searches only to \(a+b\). The statement `h` shows that both searches find the same orders, and `card_multipoles` then supplies the value.

```lean
/-- The size of the coupling table is the sum of `min a b + 1` over all pairs of channels. -/
theorem card_couplingTable_eq_sum (n : ℕ) :
    (couplingTable n).card = ∑ a ∈ range (n + 1), ∑ b ∈ range (n + 1), (min a b + 1) := by
  rw [couplingTable, card_filter, sum_product]
  refine sum_congr rfl fun a ha => ?_
  rw [sum_product]
  refine sum_congr rfl fun b hb => ?_
  have ha' := mem_range.mp ha
  have hb' := mem_range.mp hb
  -- within the cutoff, the bound `L ≤ 2 n` removes no multipole
  have h : multipoles a b = (range (2 * n + 1)).filter (Allowed a b) := by
    ext L
    simp only [multipoles, mem_filter, mem_range, allowed_iff_triangle]
    constructor <;> intro h <;> omega
  have hc := card_multipoles a b
  rw [h, card_filter] at hc
  exact hc
```

## What one more angular momentum adds

Arrange the numbers \(\min(a,b)+1\) in a square with rows \(a\) and columns \(b\), both running from \(0\) to \(m-1\). Enlarging the square by one row and one column adds three contributions:

- the new column \(b=m\) with \(a<m\), which gives \(\sum_{a=0}^{m-1}(a+1)=m(m+1)/2\);
- the new row \(a=m\) with \(b<m\), which gives the same amount;
- the corner \(a=b=m\), which gives \(m+1\).

Their sum is

\[
m(m+1)+(m+1)=(m+1)^2 .
\]

The cutoff \(n\) corresponds to \(m=n+1\), so

\[
N(n+1)=N(n)+(n+2)^2 .
\]

The proof has the same parts. `gauss` is the sum of the first \(k\) positive integers, multiplied by 2 to avoid a fraction. `hcol` adds the new column to the old rows, and `hrow` evaluates the new row together with the corner. `step` combines them for a square of any size, and the last line applies it at \(m=n+1\).

```lean
/-- Raising the angular cutoff from `n` to `n + 1` adds exactly `(n + 2) ^ 2` couplings. -/
theorem card_couplingTable_succ (n : ℕ) :
    (couplingTable (n + 1)).card = (couplingTable n).card + (n + 2) ^ 2 := by
  have gauss : ∀ k : ℕ, 2 * ∑ a ∈ range k, (a + 1) = k * (k + 1) := by
    intro k
    induction k with
    | zero => simp
    | succ k ih =>
      rw [sum_range_succ, mul_add, ih]
      ring
  have step : ∀ m : ℕ, ∑ a ∈ range (m + 1), ∑ b ∈ range (m + 1), (min a b + 1)
      = (∑ a ∈ range m, ∑ b ∈ range m, (min a b + 1)) + (m + 1) ^ 2 := by
    intro m
    -- the new column
    have hcol : ∑ a ∈ range m, ∑ b ∈ range (m + 1), (min a b + 1)
        = (∑ a ∈ range m, ∑ b ∈ range m, (min a b + 1)) + ∑ a ∈ range m, (a + 1) := by
      rw [← sum_add_distrib]
      refine sum_congr rfl fun a ha => ?_
      rw [sum_range_succ, min_eq_left (mem_range.mp ha).le]
    -- the new row
    have hrow : ∑ b ∈ range (m + 1), (min m b + 1) = (∑ b ∈ range m, (b + 1)) + (m + 1) := by
      rw [sum_range_succ, min_self]
      congr 1
      refine sum_congr rfl fun b hb => ?_
      rw [min_eq_right (mem_range.mp hb).le]
    rw [sum_range_succ, hcol, hrow]
    nlinarith [gauss m]
  rw [card_couplingTable_eq_sum, card_couplingTable_eq_sum]
  exact step (n + 1)
```

## The closed formula

At \(n=0\) only \((0,0,0)\) is allowed, and \(6\cdot 1=1\cdot 2\cdot 3\). If the formula holds at \(n\), then

\[
\begin{aligned}
6N(n+1)&=(n+1)(n+2)(2n+3)+6(n+2)^2\\
&=(n+2)\left(2n^2+11n+15\right)\\
&=(n+2)(n+3)(2n+5),
\end{aligned}
\]

which is the formula at \(n+1\). The induction in Lean is the same calculation: the increment and the induction hypothesis are inserted, and `ring` confirms the polynomial identity. Keeping the factor 6 on the left avoids division during the induction.

```lean
/-- Six times the number of allowed couplings up to the cutoff `n` is
`(n + 1) (n + 2) (2 n + 3)`. -/
theorem six_mul_card_couplingTable (n : ℕ) :
    6 * (couplingTable n).card = (n + 1) * (n + 2) * (2 * n + 3) := by
  induction n with
  | zero =>
    rw [card_couplingTable_eq_sum]
    simp
  | succ n ih =>
    rw [card_couplingTable_succ, mul_add, ih]
    ring
```

Dividing by 6 gives the count itself. The division sign between natural numbers in Lean denotes the integer quotient. Nothing is rounded off here, because the preceding theorem shows that the product is six times a whole number.

```lean
/-- The number of allowed angular couplings between partial-wave channels up to the cutoff `n`
is `(n + 1) (n + 2) (2 n + 3) / 6`. -/
theorem card_couplingTable (n : ℕ) :
    (couplingTable n).card = (n + 1) * (n + 2) * (2 * n + 3) / 6 := by
  rw [← six_mul_card_couplingTable, Nat.mul_div_cancel_left _ (by norm_num)]
```

For a data set with s, p and d channels, \(n=2\) and \(N(2)=3\cdot4\cdot7/6=14\). A loop that fills the full table can take each pair \((a,b)\), start at \(L=|a-b|\) and advance in steps of two to \(a+b\):

| Pair | Orders \(L\) | Entries, counting both orderings |
|---|---|---|
| s, s | 0 | 1 |
| s, p | 1 | 2 |
| s, d | 2 | 2 |
| p, p | 0, 2 | 2 |
| p, d | 1, 3 | 4 |
| d, d | 0, 2, 4 | 3 |

With two radial partial waves in each channel, every entry becomes a \(2\times2\) block of moments \(q^L_{ij}\), and the loop fills \(4\cdot14=56\) numbers. Since \(q^L_{ij}=q^L_{ji}\), a program may store fewer. Adding an f channel raises the number of blocks by \(4^2=16\), to 30.

## Cubic growth with coefficient one third

There are \(n+1\) channels. Dividing the count by the cube of this number gives

\[
\frac{N(n)}{(n+1)^3}
=\frac16\left(1+\frac1{n+1}\right)\left(2+\frac1{n+1}\right)
\longrightarrow \frac13 .
\]

`Filter.Tendsto` with `Filter.atTop` and `nhds (1 / 3)` is the ordinary limit \(n\to\infty\), here for a sequence of real numbers. The proof first establishes the factorised form `h`, then uses \(1/(n+1)\to0\) and the limit rules for sums, products and division by a constant. For the PAW table this is the growth in the angular cutoff alone, with the number of radial functions per channel held fixed.

```lean
/-- The coupling table grows cubically: its size divided by the cube of the number `n + 1` of
angular channels tends to `1 / 3`. -/
theorem tendsto_card_couplingTable :
    Filter.Tendsto (fun n : ℕ => ((couplingTable n).card : ℝ) / ((n : ℝ) + 1) ^ 3)
      Filter.atTop (nhds (1 / 3)) := by
  have h : (fun n : ℕ => ((couplingTable n).card : ℝ) / ((n : ℝ) + 1) ^ 3)
      = fun n : ℕ => (1 + 1 / ((n : ℝ) + 1)) * (2 + 1 / ((n : ℝ) + 1)) / 6 := by
    funext n
    have h6 : (6 : ℝ) * (couplingTable n).card = (n + 1) * (n + 2) * (2 * n + 3) := by
      exact_mod_cast six_mul_card_couplingTable n
    have hc : ((couplingTable n).card : ℝ) = (n + 1) * (n + 2) * (2 * n + 3) / 6 := by
      linarith
    have hn : (n : ℝ) + 1 ≠ 0 := by positivity
    rw [hc]
    field_simp
    ring
  have h0 := tendsto_one_div_add_atTop_nhds_zero_nat (𝕜 := ℝ)
  have hlim := ((h0.const_add (1 : ℝ)).mul (h0.const_add (2 : ℝ))).div_const 6
  have e : ((1 : ℝ) + 0) * (2 + 0) / 6 = 1 / 3 := by norm_num
  rw [e] at hlim
  rw [h]
  exact hlim
```

## How many couplings parity removes

Take an allowed triple at cutoff \(n\) and raise all three angular momenta by one. The triangle inequalities survive, because each gains 1 on the left and 2 on the right. The total rises by 3 and becomes odd. The result is a triple at cutoff \(n+1\) that parity alone forbids.

Every such forbidden triple arises in this way. If one of its three numbers were zero, the triangle rule would make the other two equal and the total even. So all three are at least 1 and can be lowered by one. No triangle inequality can hold with equality either: \(a=b+L\), for example, would give the even total \(2(b+L)\). Each inequality therefore has a margin of at least 1, which is what the lowering uses up.

The number of parity-forbidden triples at cutoff \(n+1\) is thus \(N(n)\). For s, p and d channels, the triangle rule alone would leave \(14+5=19\) entries, of which parity removes 5.

`card_bij` asks for three things: that the raised triple is forbidden by parity, that different triples stay different, and that every forbidden triple is reached. The last part supplies the lowered triple `(a - 1, b - 1, L - 1)`, and `omega` checks the inequalities and parities.

```lean
/-- The triples that parity alone forbids at cutoff `n + 1` are exactly as many as the allowed
couplings at cutoff `n`. -/
theorem card_parityForbidden_succ (n : ℕ) :
    (parityForbidden (n + 1)).card = (couplingTable n).card := by
  symm
  -- raising all three angular momenta by one flips the parity of their sum
  refine card_bij (fun t _ => (t.1 + 1, t.2.1 + 1, t.2.2 + 1)) ?_ ?_ ?_
  · rintro ⟨a, b, L⟩ h
    rw [mem_couplingTable, allowed_iff_triangle] at h
    simp only [parityForbidden, mem_filter, mem_product, mem_range, abs_le, Nat.odd_iff]
    omega
  · rintro ⟨a, b, L⟩ _ ⟨a', b', L'⟩ _ h
    simp only [Prod.mk.injEq] at h ⊢
    omega
  · rintro ⟨a, b, L⟩ h
    simp only [parityForbidden, mem_filter, mem_product, mem_range, abs_le, Nat.odd_iff] at h
    refine ⟨(a - 1, b - 1, L - 1), ?_, ?_⟩
    · rw [mem_couplingTable, allowed_iff_triangle]
      omega
    · simp only [Prod.mk.injEq]
      omega

end PartialWaveCouplings
```

```lean
#print axioms PartialWaveCouplings.card_couplingTable
#print axioms PartialWaveCouplings.tendsto_card_couplingTable
#print axioms PartialWaveCouplings.card_parityForbidden_succ
```

```
'PartialWaveCouplings.card_couplingTable' depends on axioms: [propext, Classical.choice, Quot.sound]
'PartialWaveCouplings.tendsto_card_couplingTable' depends on axioms: [propext, Classical.choice, Quot.sound]
'PartialWaveCouplings.card_parityForbidden_succ' depends on axioms: [propext, Classical.choice, Quot.sound]
```
